# Additivity of the RPA correlation-energy integrand over two uncoupled fragments

At one imaginary frequency, and up to a positive prefactor, the integrand of the RPA correlation energy is log det(1 + Q) − tr Q, where Q is the symmetrised −vχ₀. The theorem takes Q to be a finite real block-diagonal matrix with positive semidefinite blocks A and D, one for each fragment, and zero off-diagonal blocks, so that the fragments are uncoupled. It states that the value for Q is the sum of the values for A and D. The attempt factorises the determinant and splits the trace over the blocks, then turns the logarithm of the product into a sum, using the positivity of det(1 + A) and det(1 + D).

In Lean, a first try:

```lean
import Mathlib

open Matrix

namespace AcfdIntegrandUncoupled

noncomputable section

variable {n m k : Type*} [Fintype n] [DecidableEq n] [Fintype m] [DecidableEq m]
  [Fintype k] [DecidableEq k]

/-- The function `Real.log (1 + Q).det - Q.trace` of a real square matrix `Q`. When `Q` is the
symmetrised `-v χ₀` at one imaginary frequency, this is the integrand of the RPA correlation energy
up to a positive prefactor. -/
def acfdIntegrand (Q : Matrix n n ℝ) : ℝ := Real.log (1 + Q).det - Q.trace

/-- For two uncoupled fragments with positive semidefinite `A` and `D`, the integrand is the
sum of the fragment integrands. -/
theorem acfdIntegrand_uncoupled {A : Matrix m m ℝ} {D : Matrix k k ℝ}
    (hA : A.PosSemidef) (hD : D.PosSemidef) :
    acfdIntegrand (fromBlocks A 0 0 D) = acfdIntegrand A + acfdIntegrand D := by
  have e : 1 + fromBlocks A 0 0 D = fromBlocks (1 + A) 0 0 (1 + D) := by
    rw [← fromBlocks_one, fromBlocks_add, add_zero, add_zero]
  unfold acfdIntegrand
  rw [e, det_fromBlocks_zero₂₁, trace_fromBlocks,
    Real.log_mul (PosDef.one.add_posSemidef hA).det_pos.ne'
      (PosDef.one.add_posSemidef hD).det_pos.ne']
  ring

end

end AcfdIntegrandUncoupled
```

Messages:

```
Main.lean:25:32: error(lean.unknownIdentifier): Unknown identifier `trace_fromBlocks`
Main.lean:21:78: error: unsolved goals
m : Type u_2
k : Type u_3
inst✝³ : Fintype m
inst✝² : DecidableEq m
inst✝¹ : Fintype k
inst✝ : DecidableEq k
A : Matrix m m ℝ
D : Matrix k k ℝ
hA : A.PosSemidef
hD : D.PosSemidef
e : 1 + fromBlocks A 0 0 D = fromBlocks (1 + A) 0 0 (1 + D)
⊢ Real.log ((1 + A).det * (1 + D).det) - (fromBlocks A 0 0 D).trace =
    Real.log (1 + A).det - A.trace + (Real.log (1 + D).det - D.trace)
```

What went wrong. The first message says that Lean finds no declaration called `trace_fromBlocks`, even with the `Matrix` namespace open. The rewrite therefore has no lemma with which to split the trace.

The second message shows the goal left by this failure. The rewrites with `e` and `det_fromBlocks_zero₂₁` have already turned the determinant into a product, but `(fromBlocks A 0 0 D).trace` is still whole and the logarithm of the product has not been split. This is a consequence of the first error, not a separate fault in the mathematics.

The repair proves the missing identity locally, as `ht`. There `simp` unfolds `Matrix.trace` into a sum of diagonal entries, and `Fintype.sum_sum_type` splits that sum, which runs over the disjoint union of the two index types, into one sum for each block. Putting `ht` in place of the unknown name lets the rewriting go on to `Real.log_mul`, after which `ring` only has to rearrange the terms.

The change, after which it compiles:

```diff
@@ -23,5 +23,7 @@
     rw [← fromBlocks_one, fromBlocks_add, add_zero, add_zero]
   unfold acfdIntegrand
-  rw [e, det_fromBlocks_zero₂₁, trace_fromBlocks,
+  have ht : (fromBlocks A 0 0 D).trace = A.trace + D.trace := by
+    simp [Matrix.trace, Fintype.sum_sum_type]
+  rw [e, det_fromBlocks_zero₂₁, ht,
     Real.log_mul (PosDef.one.add_posSemidef hA).det_pos.ne'
       (PosDef.one.add_posSemidef hD).det_pos.ne']
```
